# An angle arctan x differs from its tangent x by at most |x|³/3

The lemma bounds the error made when an angle between −π/2 and π/2 is replaced by its tangent. For every real x, with no assumption that x is small, |x − arctan x| ≤ |x|³/3. The attempt shows that z − arctan z and z³/3 − (z − arctan z) have the derivatives y²/(1 + y²) and y⁴/(1 + y²) at z = y. Neither derivative is ever negative, so both functions are monotone, and both vanish at the origin. Comparing their values at x and at 0, separately for x ≥ 0 and x ≤ 0, is then meant to give the bound.

Lean 4 with Mathlib refuses this proof:

```lean
import Mathlib

open Matrix

namespace LowdinRetraction

noncomputable section

/-- The angle `arctan x` differs from `x` by at most `|x|³ / 3`. -/
theorem abs_sub_arctan_le (x : ℝ) : |x - Real.arctan x| ≤ |x| ^ 3 / 3 := by
  have hq : ∀ y : ℝ, 1 / (1 + y ^ 2) * (1 + y ^ 2) = 1 := fun y => by
    have : 1 + y ^ 2 ≠ 0 := by positivity
    field_simp
  have h1 : ∀ y : ℝ, HasDerivAt (fun z => z - Real.arctan z) (1 / (1 + y ^ 2) * y ^ 2) y :=
    fun y => ((hasDerivAt_id' y).fun_sub (Real.hasDerivAt_arctan y)).congr_deriv
      (by linear_combination (-1) * hq y)
  have h2 : ∀ y : ℝ, HasDerivAt (fun z => z ^ 3 / 3 - (z - Real.arctan z))
      (1 / (1 + y ^ 2) * y ^ 4) y := fun y => by
    have hp : HasDerivAt (fun z : ℝ => z ^ 3 / 3) (y ^ 2) y :=
      ((hasDerivAt_pow 3 y).div_const 3).congr_deriv
        (by rw [show (3 - 1 : ℕ) = 2 from rfl]; push_cast; ring)
    exact (hp.fun_sub (h1 y)).congr_deriv (by linear_combination (1 - y ^ 2) * hq y)
  -- both differences increase through zero at the origin
  have m1 := monotone_of_deriv_nonneg (fun y => (h1 y).differentiableAt)
    (fun y => by rw [(h1 y).deriv]; positivity)
  have m2 := monotone_of_deriv_nonneg (fun y => (h2 y).differentiableAt)
    (fun y => by rw [(h2 y).deriv]; positivity)
  rcases le_total 0 x with hx | hx
  · have a1 := m1 hx
    have a2 := m2 hx
    norm_num at a1 a2
    rw [abs_of_nonneg hx, abs_of_nonneg (by linarith)]
    linarith
  · have a1 := m1 hx
    have a2 := m2 hx
    norm_num at a1 a2
    rw [abs_of_nonpos hx, abs_of_nonpos (by linarith)]
    linarith [show (-x) ^ 3 = -x ^ 3 by ring]

end

end LowdinRetraction
```

Compiling this gives:

```
Main.lean:22:46: error: ring failed, ring expressions not equal
x : ℝ
hq : ∀ (y : ℝ), 1 / (1 + y ^ 2) * (1 + y ^ 2) = 1
h1 : ∀ (y : ℝ), HasDerivAt (fun z => z - Real.arctan z) (1 / (1 + y ^ 2) * y ^ 2) y
y : ℝ
hp : HasDerivAt (fun z => z ^ 3 / 3) (y ^ 2) y
⊢ 1 - y ^ 2 * (1 + y ^ 2)⁻¹ - (1 + y ^ 2)⁻¹ = 0
```

What went wrong. The error is in the derivative of the second function, `h2`. The difference rule gives y² − u·y², where u = 1/(1 + y²), and this has to be shown equal to u·y⁴. The left side minus the right is −y²·(u·(1 + y²) − 1), which is −y² times the difference of the two sides of `hq y`. The attempt gave `linear_combination` the coefficient `1 - y ^ 2`, which subtracts one copy of `hq y` too many.

What remained is the goal in the message, 1 − y²·(1 + y²)⁻¹ − (1 + y²)⁻¹ = 0. It is true, being `hq y` rearranged, but `ring`, which `linear_combination` calls to finish, does not cancel the sum 1 + y² against its inverse. That cancellation has to come from `hq y`, in the right amount. With the coefficient `-y ^ 2` the two sides match term by term and `ring` closes the goal.

The mended proof, as a diff:

```diff
@@ -20,5 +20,5 @@
       ((hasDerivAt_pow 3 y).div_const 3).congr_deriv
         (by rw [show (3 - 1 : ℕ) = 2 from rfl]; push_cast; ring)
-    exact (hp.fun_sub (h1 y)).congr_deriv (by linear_combination (1 - y ^ 2) * hq y)
+    exact (hp.fun_sub (h1 y)).congr_deriv (by linear_combination (-y ^ 2) * hq y)
   -- both differences increase through zero at the origin
   have m1 := monotone_of_deriv_nonneg (fun y => (h1 y).differentiableAt)
```
